# With small enough steps, early-stopped gradient descent stays within a factor of two of a matched ridge fit in each singular direction

For $0\le u\le 1$ and every integer $k\ge 1$, the filter $1-(1-u)^k$ lies between $ku/(1+ku)$ and $2ku/(1+ku)$. If $u=\eta\sigma^2$ is the step size times a squared singular value of $A$, it follows that $k$ steps of gradient descent on the least-squares cost $\tfrac12|Ax-b|^2$, started at zero, give a fit along that singular direction at least as large in magnitude as the ridge fit, which minimises $|Ax-b|^2+\lambda|x|^2$ with $\lambda=1/(k\eta)$, and at most twice as large.

```lean
import Mathlib

open Matrix

namespace EarlyStoppingRidge

noncomputable section

variable {m n : Type*} [Fintype m] [Fintype n]

/-- The gradient-descent filter after `k` steps, where `u` is the step size times the
squared singular value. -/
def gdFilter (u : ℝ) (k : ℕ) : ℝ := 1 - (1 - u) ^ k

/-- The ridge filter, where `t` is the squared singular value over the ridge parameter. -/
def ridgeFilter (t : ℝ) : ℝ := t / (1 + t)

/-- Gradient descent for the least-squares cost `|A x - b|² / 2` with step size `η`,
started at zero. -/
def gdIterate (A : Matrix m n ℝ) (b : m → ℝ) (η : ℝ) : ℕ → n → ℝ
  | 0 => 0
  | k + 1 => gdIterate A b η k + η • (Aᵀ *ᵥ (b - A *ᵥ gdIterate A b η k))

/-- The ridge cost: squared residual plus `lam` times the squared length of the parameters. -/
def ridgeCost (A : Matrix m n ℝ) (b : m → ℝ) (lam : ℝ) (x : n → ℝ) : ℝ :=
  (A *ᵥ x - b) ⬝ᵥ (A *ᵥ x - b) + lam * (x ⬝ᵥ x)

/-- The parameters `x` solve the ridge normal equation `(AᵀA + lam) x = Aᵀ b`. -/
def IsRidgeSolution (A : Matrix m n ℝ) (b : m → ℝ) (lam : ℝ) (x : n → ℝ) : Prop :=
  Aᵀ *ᵥ (A *ᵥ x) + lam • x = Aᵀ *ᵥ b

/-- The vectors `v` (parameters) and `w` (data) satisfy `A v = σ w` and `Aᵀ w = σ v`. Neither vector
has to be normalised, and `σ` may have either sign. -/
def IsSingularPair (A : Matrix m n ℝ) (σ : ℝ) (v : n → ℝ) (w : m → ℝ) : Prop :=
  A *ᵥ v = σ • w ∧ Aᵀ *ᵥ w = σ • v

/-- The transpose moves a matrix from one side of the dot product to the other. -/
lemma mulVec_dot (A : Matrix m n ℝ) (v : n → ℝ) (y : m → ℝ) :
    (A *ᵥ v) ⬝ᵥ y = v ⬝ᵥ (Aᵀ *ᵥ y) := by
  rw [Matrix.dotProduct_mulVec, Matrix.vecMul_transpose]

/-- On a singular pair, the fit along `w` is `σ` times the parameter component along `v`,
and the back-projected data along `v` is `σ` times the data component along `w`. -/
lemma singular_components {A : Matrix m n ℝ} {σ : ℝ} {v : n → ℝ} {w : m → ℝ}
    (h : IsSingularPair A σ v w) :
    (∀ y : n → ℝ, w ⬝ᵥ (A *ᵥ y) = σ * (v ⬝ᵥ y)) ∧
      ∀ r : m → ℝ, v ⬝ᵥ (Aᵀ *ᵥ r) = σ * (w ⬝ᵥ r) := by
  constructor
  · intro y
    rw [Matrix.dotProduct_mulVec, ← Matrix.mulVec_transpose, h.2, smul_dotProduct, smul_eq_mul]
  · intro r
    rw [← mulVec_dot, h.1, smul_dotProduct, smul_eq_mul]

/-- For a nonnegative ridge parameter, a solution of the normal equation minimises
the ridge cost. -/
theorem ridge_solution_minimises {A : Matrix m n ℝ} {b : m → ℝ} {lam : ℝ} {x : n → ℝ}
    (hl : 0 ≤ lam) (h : IsRidgeSolution A b lam x) (y : n → ℝ) :
    ridgeCost A b lam x ≤ ridgeCost A b lam y := by
  obtain ⟨d, rfl⟩ : ∃ d, y = x + d := ⟨y - x, by abel⟩
  -- the first-order variation along `d` vanishes
  have hd := congrArg (fun z => d ⬝ᵥ z) h
  simp only [dotProduct_add, dotProduct_smul, smul_eq_mul, ← mulVec_dot] at hd
  have hdd : 0 ≤ d ⬝ᵥ d := Finset.sum_nonneg fun i _ => mul_self_nonneg (d i)
  have hAA : 0 ≤ (A *ᵥ d) ⬝ᵥ (A *ᵥ d) :=
    Finset.sum_nonneg fun i _ => mul_self_nonneg ((A *ᵥ d) i)
  simp only [ridgeCost, Matrix.mulVec_add, dotProduct_add, add_dotProduct, dotProduct_sub,
    sub_dotProduct]
  rw [dotProduct_comm (A *ᵥ x) (A *ᵥ d), dotProduct_comm b (A *ᵥ d), dotProduct_comm x d]
  nlinarith [mul_nonneg hl hdd, hAA, hd]

/-- After `k` steps of gradient descent, the fit along a singular direction is the data
component multiplied by the gradient-descent filter. -/
theorem gd_fit {A : Matrix m n ℝ} {σ : ℝ} {v : n → ℝ} {w : m → ℝ}
    (h : IsSingularPair A σ v w) (b : m → ℝ) (η : ℝ) (k : ℕ) :
    w ⬝ᵥ (A *ᵥ gdIterate A b η k) = gdFilter (η * σ ^ 2) k * (w ⬝ᵥ b) := by
  obtain ⟨hf, hb⟩ := singular_components h
  induction k with
  | zero => simp [gdIterate, gdFilter]
  | succ k ih =>
    rw [hf] at ih ⊢
    -- one descent step, seen along the singular direction
    have step : v ⬝ᵥ gdIterate A b η (k + 1) = v ⬝ᵥ gdIterate A b η k
        + η * (σ * (w ⬝ᵥ b - σ * (v ⬝ᵥ gdIterate A b η k))) := by
      rw [gdIterate, dotProduct_add, dotProduct_smul, hb, dotProduct_sub, hf, smul_eq_mul]
    rw [step]
    unfold gdFilter at ih ⊢
    rw [pow_succ]
    linear_combination (1 - η * σ ^ 2) * ih

/-- The ridge fit along a singular direction is the data component multiplied by the
ridge filter. -/
theorem ridge_fit {A : Matrix m n ℝ} {σ lam : ℝ} {v x : n → ℝ} {w b : m → ℝ}
    (h : IsSingularPair A σ v w) (hl : 0 < lam) (hx : IsRidgeSolution A b lam x) :
    w ⬝ᵥ (A *ᵥ x) = ridgeFilter (σ ^ 2 / lam) * (w ⬝ᵥ b) := by
  obtain ⟨hf, hb⟩ := singular_components h
  have e1 := congrArg (fun z => v ⬝ᵥ z) hx
  simp only [dotProduct_add, dotProduct_smul, smul_eq_mul, hb] at e1
  have e2 := hf x
  have ht : σ ^ 2 / lam * lam = σ ^ 2 := div_mul_cancel₀ _ hl.ne'
  have ht0 : 0 ≤ σ ^ 2 / lam := by positivity
  generalize σ ^ 2 / lam = t at ht ht0 ⊢
  have h1 : 1 + t ≠ 0 := by positivity
  rw [ridgeFilter, div_mul_eq_mul_div, eq_div_iff h1]
  apply mul_left_cancel₀ hl.ne'
  linear_combination σ * e1 + lam * e2 + (w ⬝ᵥ (A *ᵥ x) - w ⬝ᵥ b) * ht

/-- For `0 ≤ u ≤ 1` the gradient-descent filter lies between the ridge filter at `k u`
and twice that ridge filter. -/
theorem filter_bounds {u : ℝ} (h0 : 0 ≤ u) (h1 : u ≤ 1) (k : ℕ) :
    ridgeFilter (k * u) ≤ gdFilter u k ∧ gdFilter u k ≤ 2 * ridgeFilter (k * u) := by
  have hx : 0 ≤ (k : ℝ) * u := by positivity
  have hpos : 0 < 1 + (k : ℝ) * u := by positivity
  have hp : 0 ≤ (1 - u) ^ k := pow_nonneg (by linarith) k
  -- Bernoulli's inequality for `u` and for `-u`
  have b1 : 1 + (k : ℝ) * u ≤ (1 + u) ^ k := one_add_mul_le_pow (by linarith) k
  have b2 : 1 + (k : ℝ) * (-u) ≤ (1 + -u) ^ k := one_add_mul_le_pow (by linarith) k
  rw [← sub_eq_add_neg] at b2
  have b3 : (1 - u) ^ k * (1 + u) ^ k ≤ 1 := by
    rw [← mul_pow]
    exact pow_le_one₀ (mul_nonneg (by linarith) (by linarith)) (by nlinarith)
  have b4 := mul_le_mul_of_nonneg_left b1 hp
  unfold ridgeFilter gdFilter
  constructor
  · rw [div_le_iff₀ hpos]
    nlinarith
  · rw [← mul_div_assoc, le_div_iff₀ hpos]
    nlinarith [mul_nonneg hp hx]

/-- Early stopping resembles ridge: with ridge parameter `1 / (k η)`, the fit after `k` descent
steps along a singular direction with `η σ² ≤ 1` is at least as large as the ridge fit and at
most twice as large. -/
theorem early_stopping_resembles_ridge {A : Matrix m n ℝ} {σ η lam : ℝ} {v x : n → ℝ}
    {w b : m → ℝ} {k : ℕ} (h : IsSingularPair A σ v w) (hη : 0 < η) (hk : 1 ≤ k)
    (hstep : η * σ ^ 2 ≤ 1) (hlam : lam = 1 / (k * η)) (hx : IsRidgeSolution A b lam x) :
    |w ⬝ᵥ (A *ᵥ x)| ≤ |w ⬝ᵥ (A *ᵥ gdIterate A b η k)| ∧
      |w ⬝ᵥ (A *ᵥ gdIterate A b η k)| ≤ 2 * |w ⬝ᵥ (A *ᵥ x)| := by
  have hk0 : (0 : ℝ) < k := by exact_mod_cast hk
  have hl : 0 < lam := by rw [hlam]; positivity
  have hL : lam * (k * η) = 1 := by
    rw [hlam]
    exact one_div_mul_cancel (by positivity)
  -- the two filters are compared at matching arguments
  have ht : σ ^ 2 / lam = k * (η * σ ^ 2) := by
    rw [div_eq_iff hl.ne']
    linear_combination (-σ ^ 2) * hL
  have hu : 0 ≤ η * σ ^ 2 := by positivity
  obtain ⟨lo, hi⟩ := filter_bounds hu hstep k
  have hR : 0 ≤ ridgeFilter (k * (η * σ ^ 2)) := by
    unfold ridgeFilter
    positivity
  rw [gd_fit h, ridge_fit h hl hx, ht, abs_mul, abs_mul, abs_of_nonneg hR,
    abs_of_nonneg (hR.trans lo)]
  constructor
  · exact mul_le_mul_of_nonneg_right lo (abs_nonneg _)
  · have := mul_le_mul_of_nonneg_right hi (abs_nonneg (w ⬝ᵥ b))
    linarith

/-- The constants 1 and 2 are optimal: any constants `c` and `C` that bound the gradient-descent
filter by multiples of the ridge filter, for all `0 ≤ u ≤ 1` and `k ≥ 1`, satisfy `c ≤ 1` and `2 ≤
C`. -/
theorem constants_optimal {c C : ℝ}
    (h : ∀ (u : ℝ) (k : ℕ), 0 ≤ u → u ≤ 1 → 1 ≤ k →
      c * ridgeFilter (k * u) ≤ gdFilter u k ∧ gdFilter u k ≤ C * ridgeFilter (k * u)) :
    c ≤ 1 ∧ 2 ≤ C := by
  constructor
  · -- at `u = 1` the ridge filter tends to one as `k` grows
    by_contra hc
    have hc' : 0 < c - 1 := by linarith [not_le.mp hc]
    obtain ⟨k, hk⟩ := exists_nat_gt (1 / (c - 1))
    have hkR : (0 : ℝ) < k := lt_trans (by positivity) hk
    have hk0 : 0 < k := by exact_mod_cast hkR
    have h1 := (h 1 k zero_le_one le_rfl hk0).1
    have e : gdFilter 1 k = 1 := by simp [gdFilter, hk0.ne']
    rw [e, ridgeFilter, mul_one, ← mul_div_assoc, div_le_iff₀ (by positivity)] at h1
    rw [div_lt_iff₀ hc'] at hk
    nlinarith
  · -- a single full step at `u = 1` attains the factor two
    have h2 := (h 1 1 zero_le_one le_rfl le_rfl).2
    norm_num [gdFilter, ridgeFilter] at h2
    linarith

/-- The matrix `diag(2, 1)` with data `(4, 5)`, step size `1/8` and two steps meets the
hypotheses of the comparison, with ridge solution `(1, 1)`. -/
theorem early_stopping_witness :
    IsSingularPair !![2, 0; 0, 1] 2 ![1, 0] ![1, 0] ∧
      IsRidgeSolution !![2, 0; 0, 1] ![4, 5] (1 / (((2 : ℕ) : ℝ) * (1 / 8))) ![1, 1] ∧
      (1 / 8 : ℝ) * 2 ^ 2 ≤ 1 := by
  refine ⟨⟨?_, ?_⟩, ?_, by norm_num⟩
  · ext i
    fin_cases i <;> simp [Matrix.mulVec, dotProduct, Fin.sum_univ_succ]
  · ext i
    fin_cases i <;> simp [Matrix.mulVec, dotProduct, Fin.sum_univ_succ]
  · unfold IsRidgeSolution
    ext i
    fin_cases i <;> simp [Matrix.mulVec, dotProduct, Fin.sum_univ_succ] <;> norm_num

end

end EarlyStoppingRidge
```

```lean
#print axioms EarlyStoppingRidge.ridge_solution_minimises
-- 'EarlyStoppingRidge.ridge_solution_minimises' depends on axioms: [propext, Classical.choice, Quot.sound]
#print axioms EarlyStoppingRidge.early_stopping_resembles_ridge
-- 'EarlyStoppingRidge.early_stopping_resembles_ridge' depends on axioms: [propext, Classical.choice, Quot.sound]
#print axioms EarlyStoppingRidge.constants_optimal
-- 'EarlyStoppingRidge.constants_optimal' depends on axioms: [propext, Classical.choice, Quot.sound]
```

## Two ways to regularise a linear fit

Let $A$ be a real matrix with one row per data point and one column per parameter, and let $b$ be the vector of reference data. In Lean the finite types `m` and `n` label data points and parameters, `*ᵥ` applies a matrix to a vector, and `⬝ᵥ` is the dot product. The shape and rank of $A$ are arbitrary.

Gradient descent, `gdIterate`, starts at $x_0=0$ and updates

$$x_{k+1}=x_k+\eta A^{\mathsf T}(b-Ax_k).$$

This is descent on $\tfrac12|Ax-b|^2$. The ridge cost, `ridgeCost`, is $|Ax-b|^2+\lambda|x|^2$, without the factor $\tfrac12$. The relation $\lambda=1/(k\eta)$ depends on these two conventions.

A ridge solution is defined by its normal equation, $A^{\mathsf T}Ax+\lambda x=A^{\mathsf T}b$, which is `IsRidgeSolution`. The theorem `ridge_solution_minimises` connects this definition to the cost. For any displacement $d$,

$$\mathrm{cost}(x+d)-\mathrm{cost}(x)=|Ad|^2+\lambda|d|^2+2\,d\cdot\bigl(A^{\mathsf T}(Ax-b)+\lambda x\bigr).$$

The last term vanishes by the normal equation, and the other two are nonnegative when $\lambda\ge 0$. The Lean proof writes the competitor as `x + d`, obtains the vanishing term by dotting the normal equation with `d`, and leaves the final inequality to `nlinarith`.

A singular pair, `IsSingularPair`, consists of a parameter direction $v$ and a data direction $w$ with $Av=\sigma w$ and $A^{\mathsf T}w=\sigma v$. The vectors need not be normalised, and $\sigma$ may have either sign; when both vectors are nonzero, $|\sigma|$ is a singular value of $A$. For a unit vector $w$, the number $w\cdot Ax$ is the component of the fitted data along $w$; for any other nonzero $w$ it is that component times $|w|$, a factor that cancels from the comparison.

## What the comparison says

The theorem `early_stopping_resembles_ridge` assumes a singular pair, $\eta>0$, $k\ge1$, $\eta\sigma^2\le1$, $\lambda=1/(k\eta)$ and a ridge solution $x$. It concludes that

$$|w\cdot Ax|\;\le\;|w\cdot Ax_k|\;\le\;2\,|w\cdot Ax|.$$

The condition $\eta\sigma^2\le1$ means that a step neither enlarges the residual along $w$ nor reverses its sign. It is required only for the direction being compared; to treat every direction at once, the step must satisfy it for the largest singular value.

The result applies to fits that are linear in their parameters, such as cluster-expansion coefficients or linear interatomic potentials, if they are trained by full-batch gradient descent from zero, with a fixed step size, on a squared error. There the number of steps acts much like an inverse ridge parameter: directions with $k\eta\sigma^2\ll1$ are strongly damped by both methods.

The comparison concerns the size of the fit in one direction. It does not say which method predicts new data better, and it does not cover stochastic gradients, momentum or models that are nonlinear in their parameters.

## Each method multiplies the data by a filter

Write $\beta=w\cdot b$ for the data component. The singular-pair relations give, for all $y$ and $r$,

$$w\cdot Ay=\sigma\,(v\cdot y),\qquad v\cdot A^{\mathsf T}r=\sigma\,(w\cdot r).$$

These are the two halves of `singular_components`, proved by moving $A$ across the dot product.

For descent, let $f_k=w\cdot Ax_k=\sigma\,(v\cdot x_k)$. Dotting the update with $v$ gives

$$v\cdot x_{k+1}=v\cdot x_k+\eta\sigma(\beta-f_k).$$

Multiplication by $\sigma$ turns this into

$$f_{k+1}=f_k+u(\beta-f_k),\qquad u=\eta\sigma^2,$$

so $\beta-f_{k+1}=(1-u)(\beta-f_k)$. Since $f_0=0$, induction yields

$$f_k=\bigl(1-(1-u)^k\bigr)\beta.$$

This is `gd_fit`, with the factor named `gdFilter`. Its local statement `step` is the projected update, and `linear_combination` closes the induction by using the previous case multiplied by $1-u$.

For ridge, let $f=w\cdot Ax=\sigma\,(v\cdot x)$. Dotting the normal equation with $v$ gives $\sigma f+\lambda\,(v\cdot x)=\sigma\beta$. Multiplying by $\sigma$ gives $(\sigma^2+\lambda)f=\sigma^2\beta$, hence

$$f=\frac{t}{1+t}\,\beta,\qquad t=\frac{\sigma^2}{\lambda}.$$

This is `ridge_fit`, with the factor named `ridgeFilter`. In its proof `e1` is the projected normal equation and `e2` is the relation $f=\sigma\,(v\cdot x)$.

With $\lambda=1/(k\eta)$ one has $t=k\eta\sigma^2=ku$. The two filters can therefore be compared at the same $u$ and $k$.

## Bernoulli's inequality bounds one filter by the other

Set $p=(1-u)^k$, so that $0\le p\le1$.

For the lower bound, Bernoulli's inequality gives $1+ku\le(1+u)^k$. Multiplying by $p$,

$$p(1+ku)\le(1-u)^k(1+u)^k=(1-u^2)^k\le1.$$

Thus $p\le1/(1+ku)$, and so $1-p\ge ku/(1+ku)$.

For the upper bound, Bernoulli's inequality for $-u$ gives $p\ge1-ku$, that is, $1-p\le ku$. Also $1-p\le1$, because $p\ge0$. Therefore

$$(1-p)(1+ku)=(1-p)+(1-p)ku\le ku+ku=2ku,$$

and division by $1+ku$ gives the claim.

In `filter_bounds`, `b1` and `b2` are the two uses of Bernoulli's inequality, `b3` is the bound on the product of powers, and `b4` is `b1` multiplied by $p$. The denominators are then cleared and `nlinarith` combines the pieces. The lemma also admits $k=0$, where both filters vanish.

The main theorem substitutes the two filter formulas, rewrites $t$ as $ku$, and multiplies the bounds by $|\beta|$. Both filters are nonnegative, so the absolute values act only on $\beta$.

## The constants 1 and 2 are the best possible

Suppose that constants $c$ and $C$ satisfy

$$c\,\frac{ku}{1+ku}\le1-(1-u)^k\le C\,\frac{ku}{1+ku}$$

for all $0\le u\le1$ and $k\ge1$. At $u=1$ the descent filter equals 1, so $c\le1+1/k$ for every $k$, which forces $c\le1$. At $u=k=1$ the descent filter is 1 and the ridge filter is $\tfrac12$, so $C\ge2$.

The theorem `constants_optimal` follows this argument. For the first part it assumes $c>1$ and chooses $k>1/(c-1)$ to reach a contradiction. The optimality refers to constants that serve all allowed $u$ and $k$; for a particular pair the filters may be much closer.

## Two steps on a diagonal problem

Take $A=\mathrm{diag}(2,1)$, $b=(4,5)$, $\eta=\tfrac18$ and $k=2$, so that $\lambda=1/(2\cdot\tfrac18)=4$. The ridge equations are $(4+4)x_1=8$ and $(1+4)x_2=5$, where the subscripts now label components. The solution is $(1,1)$, and the ridge fit is $Ax=(2,1)$.

In the first direction $\sigma=2$ and $u=\tfrac12$. The first parameter moves from $0$ to $\tfrac18\cdot2\cdot4=1$, and then to $1+\tfrac18\cdot2\cdot(4-2)=\tfrac32$. The descent fit is $3$, in agreement with $\bigl(1-(\tfrac12)^2\bigr)\cdot4$, and it lies between the ridge fit $2$ and its double $4$.

In the second direction $\sigma=1$ and $u=\tfrac18$. The descent fit is $\bigl(1-(\tfrac78)^2\bigr)\cdot5=\tfrac{75}{64}\approx1.17$, between $1$ and $2$.

The theorem `early_stopping_witness` checks the singular pair for the first direction, the ridge solution and the step-size condition for this example.
